# At a two-state trivial crossing, one finite-difference step transfers only sin²(1) of the population

## Two adiabatic states and their overlaps

Let $\varphi_0$ and $\varphi_1$ be two real, orthonormal adiabatic electronic states that follow the nuclei. Over one time step, from $\tau$ to $\tau+\Delta\tau$, their overlap matrix is

$$R_{jk}=\langle \varphi_j(\tau+\Delta\tau)\,|\,\varphi_k(\tau)\rangle ,\qquad j,k\in\{0,1\}.$$

If the electronic wavefunction itself does not change during the step, its amplitudes in the new states are $R$ times its amplitudes in the old ones. So $R$ is itself a propagator. The phases due to the adiabatic energies are left out throughout, and the two states are assumed to span the same plane before and after the step. With consistently chosen signs, $R$ is then a rotation by some angle $t$, which measures how far the states have turned.

```lean
import Mathlib

open Matrix Filter Topology
open scoped Real

namespace TrivialCrossing

noncomputable section
```

These lines load the mathematical library Mathlib and make notation such as `π` and `ᵀ` available.

```lean
/-- The generator of rotations in the plane of two real adiabatic states. -/
def J : Matrix (Fin 2) (Fin 2) ℝ := !![0, -1; 1, 0]
```

The type `Matrix (Fin 2) (Fin 2) ℝ` is that of real $2\times2$ matrices with rows and columns numbered 0 and 1. Semicolons separate the rows, so

$$J=\begin{pmatrix}0&-1\\1&0\end{pmatrix}.$$

```lean
/-- The finite-difference exponent for one step, which is minus the time step times the
finite-difference coupling: half the difference between the overlap matrix `R` of the adiabatic
states at successive times (rows for the new states, columns for the old) and its transpose. -/
def finiteDiff (R : Matrix (Fin 2) (Fin 2) ℝ) : Matrix (Fin 2) (Fin 2) ℝ :=
  (1 / 2 : ℝ) • (R - Rᵀ)
```

For any real $2\times2$ matrix $R$, this is $\tfrac12(R-R^{\mathsf T})$. The symbol `•` multiplies a matrix by a number.

The time-derivative coupling is $d_{jk}=\langle\varphi_j|\dot\varphi_k\rangle$, and without the energies the amplitudes obey $\dot c=-d\,c$. For a short step $R\approx 1-\Delta\tau\,d$, so `finiteDiff R` approximates $-\Delta\tau\,d$, the exponent needed to propagate over the step. If the overlaps are stored in the opposite order, $R$ is transposed and the sign changes, but the populations below stay the same.

```lean
/-- The population found in the second state after the real propagator `U` has acted on
the first state. -/
def transfer (U : Matrix (Fin 2) (Fin 2) ℝ) : ℝ := (U 1 0) ^ 2
```

`U 1 0` is the entry in row 1, column 0: the amplitude that arrives in $\varphi_1$ when the system starts in $\varphi_0$. Its square is the transferred population.

```lean
/-- One step of propagation with the finite-difference coupling, when the adiabatic states
turn by the angle `s` during the step. -/
def fdStep (s : ℝ) : Matrix (Fin 2) (Fin 2) ℝ :=
  NormedSpace.exp (finiteDiff (NormedSpace.exp (s • J)))
```

`NormedSpace.exp` is the matrix exponential, defined by its power series and not entry by entry. The inner exponential is the overlap matrix of states that turn by $s$. The outer one propagates with the resulting finite-difference coupling, held constant over the step.

## The rotation and its antisymmetric part

```lean
/-- The exponential of `t J` is the rotation by the angle `t`. -/
theorem exp_smul_J (t : ℝ) :
    NormedSpace.exp (t • J) = !![Real.cos t, -Real.sin t; Real.sin t, Real.cos t] := by
  -- complex numbers act on the plane as real matrices, and `i` acts as `J`
  have hc : Continuous (Algebra.leftMulMatrix Complex.basisOneI) :=
    LinearMap.continuous_of_finiteDimensional
      (Algebra.leftMulMatrix Complex.basisOneI).toLinearMap
  let : NormedRing (Matrix (Fin 2) (Fin 2) ℝ) := Matrix.linftyOpNormedRing
  let : NormedAlgebra ℚ (Matrix (Fin 2) (Fin 2) ℝ) := Matrix.linftyOpNormedAlgebra
  have h := NormedSpace.map_exp (Algebra.leftMulMatrix Complex.basisOneI) hc
    ((t : ℂ) * Complex.I)
  have hJ : Algebra.leftMulMatrix Complex.basisOneI ((t : ℂ) * Complex.I) = t • J := by
    rw [Algebra.leftMulMatrix_complex]
    ext i j
    fin_cases i <;> fin_cases j <;> simp [J]
  -- Euler's formula is carried over to the matrices
  rw [hJ, ← Complex.exp_eq_exp_ℂ, Algebra.leftMulMatrix_complex,
    Complex.exp_ofReal_mul_I_re, Complex.exp_ofReal_mul_I_im] at h
  exact h.symm
```

A theorem in Lean has a name, its variables, a statement after the colon and a proof after `:=`. Here the statement is, for every real $t$,

$$e^{tJ}=\begin{pmatrix}\cos t&-\sin t\\ \sin t&\cos t\end{pmatrix}.$$

By hand, $J^2=-1$ gives $J^{2k}=(-1)^k\,1$ and $J^{2k+1}=(-1)^kJ$. Splitting the power series into even and odd terms,

$$e^{tJ}=\sum_k\frac{(-1)^kt^{2k}}{(2k)!}\,1+\sum_k\frac{(-1)^kt^{2k+1}}{(2k+1)!}\,J=\cos t\;1+\sin t\;J .$$

So $J$ behaves like the imaginary unit, and the Lean proof uses exactly this. Multiplication by $a+ib$ acts on the plane as the matrix

$$M(a+ib)=\begin{pmatrix}a&-b\\b&a\end{pmatrix},$$

which the file calls `Algebra.leftMulMatrix Complex.basisOneI`. The map $M$ respects sums and products and is continuous (`hc`), so it can be taken through the exponential series: $M(e^{it})=e^{M(it)}$, which is `h`. The step `hJ` checks that $M(it)=tJ$, and Euler's formula supplies the real and imaginary parts of $e^{it}$.

```lean
/-- For adiabatic states that turn by the angle `t`, the finite-difference exponent is `sin t` times
`J`. -/
theorem finiteDiff_exp (t : ℝ) :
    finiteDiff (NormedSpace.exp (t • J)) = Real.sin t • J := by
  rw [exp_smul_J]
  ext i j
  fin_cases i <;> fin_cases j <;> simp [finiteDiff, J] <;> ring
```

Subtracting the transpose of the rotation removes the cosines and doubles the sines:

$$\tfrac12\left(R-R^{\mathsf T}\right)=\tfrac12\begin{pmatrix}0&-2\sin t\\2\sin t&0\end{pmatrix}=\sin t\;J .$$

The proof does the same for each entry: `ext i j` reduces equality of matrices to equality of entries, `fin_cases` lists the four index pairs, and `simp` and `ring` do the algebra.

The exponent that reproduces $R$ is $tJ$; the finite difference supplies $\sin t\,J$. The two agree to first order in $t$, but the sine never exceeds 1, however far the states turn.

```lean
/-- The rotation by the angle `t` transfers the population `sin² t`. -/
theorem transfer_exp (t : ℝ) :
    transfer (NormedSpace.exp (t • J)) = Real.sin t ^ 2 := by
  rw [transfer, exp_smul_J]
  simp
```

The entry in row 1, column 0 of the rotation is $\sin t$, so the transferred population is $\sin^2t$.

```lean
/-- After `n` finite-difference steps, in each of which the adiabatic states turn by `s`,
the accumulated propagator is the rotation by `n sin s`. -/
theorem fdStep_pow (s : ℝ) (n : ℕ) :
    fdStep s ^ n = NormedSpace.exp (((n : ℝ) * Real.sin s) • J) := by
  rw [fdStep, finiteDiff_exp, ← Matrix.exp_nsmul, ← Nat.cast_smul_eq_nsmul ℝ, smul_smul]
```

By the preceding results, one finite-difference step is $e^{\sin s\,J}$, a rotation by $\sin s$ instead of $s$. Since $(e^A)^n=e^{nA}$,

$$\left(e^{\sin s\,J}\right)^n=e^{\,n\sin s\,J}.$$

The library lemma `Matrix.exp_nsmul` provides this rule for powers. For $n=0$ both sides are the identity.

## One step across the crossing

```lean
/-- A single finite-difference step transfers at most the population `sin² 1`, whatever the
angle `t` by which the adiabatic states turn. -/
theorem transfer_fdStep_le (t : ℝ) : transfer (fdStep t) ≤ Real.sin 1 ^ 2 := by
  have hpi := Real.pi_gt_three
  rw [fdStep, finiteDiff_exp, transfer_exp]
  -- the sine is increasing on the interval from -1 to 1
  have hup : Real.sin (Real.sin t) ≤ Real.sin 1 :=
    Real.sin_le_sin_of_le_of_le_pi_div_two (by linarith [Real.neg_one_le_sin t])
      (by linarith) (Real.sin_le_one t)
  have hlow : Real.sin (-1) ≤ Real.sin (Real.sin t) :=
    Real.sin_le_sin_of_le_of_le_pi_div_two (by linarith)
      (by linarith [Real.sin_le_one t]) (Real.neg_one_le_sin t)
  rw [Real.sin_neg] at hlow
  exact sq_le_sq' hlow hup
```

One finite-difference step transfers $\sin^2(\sin t)$. The inner sine lies between $-1$ and $1$. This interval is contained in $[-\pi/2,\pi/2]$, where the sine increases, so

$$-\sin 1\le\sin(\sin t)\le\sin 1,\qquad\text{hence}\qquad \sin^2(\sin t)\le\sin^21 .$$

The steps `hup` and `hlow` are the upper and lower bounds, and the last line squares them. The tactic `linarith` settles the linear inequalities, using $\pi>3$ to confirm that $1\le\pi/2$.

```lean
/-- At a trivial crossing the adiabatic states turn by `π/2` in one step. The overlap matrix
then transfers the whole population, whereas propagation with the finite-difference coupling
transfers only `sin² 1`, which is less than one. -/
theorem trivial_crossing :
    transfer (NormedSpace.exp ((π / 2) • J)) = 1 ∧
      transfer (fdStep (π / 2)) = Real.sin 1 ^ 2 ∧ Real.sin 1 ^ 2 < 1 := by
  have hpi := Real.pi_gt_three
  refine ⟨?_, ?_, ?_⟩
  · rw [transfer_exp, Real.sin_pi_div_two, one_pow]
  · rw [fdStep, finiteDiff_exp, transfer_exp, Real.sin_pi_div_two]
  · have h0 : 0 < Real.sin 1 := Real.sin_pos_of_pos_of_lt_pi one_pos (by linarith)
    have h1 : Real.sin 1 < Real.sin (π / 2) :=
      Real.sin_lt_sin_of_lt_of_le_pi_div_two (by linarith) le_rfl (by linarith)
    rw [Real.sin_pi_div_two] at h1
    nlinarith
```

At a trivial crossing two states that hardly interact, for instance because they are localised on distant molecules, exchange their energetic order. The adiabatic states are labelled by energy, so they exchange their character, and this can happen entirely within one time step. The model represents the exchange by a quarter turn, $t=\pi/2$.

The theorem makes three claims, joined by `∧`, which means "and":

1. The overlap matrix is $e^{(\pi/2)J}=J$, and it transfers $\sin^2(\pi/2)=1$. All the population moves to the other adiabatic label, as it should when the wavefunction itself stays where it is.
2. The finite-difference exponent is $\sin(\pi/2)\,J=J$. Its exponential $e^{J}$ is a rotation by 1 radian, which transfers $\sin^21\approx0.708$.
3. Since $0<1<\pi/2$, we have $0<\sin1<1$ and therefore $\sin^21<1$.

The remaining population, $\cos^21\approx0.292$, stays in the old adiabatic label and so ends up in the wrong physical state. The quarter turn also reaches the bound of the previous theorem: no other angle does better in a single finite-difference step.

In the proof, `refine ⟨?_, ?_, ?_⟩` splits the statement into its three claims. For the third, `h0` and `h1` are the two inequalities for $\sin1$, and `nlinarith` passes from them to the square.

## The same turn in shorter steps

```lean
/-- If the turn by `π/2` is divided into `n + 1` equal finite-difference steps, the
transferred population is still less than one. -/
theorem substeps_incomplete (n : ℕ) :
    transfer (fdStep (π / 2 / ((n : ℝ) + 1)) ^ (n + 1)) < 1 := by
  have hpi := Real.pi_pos
  have hn : (0 : ℝ) < (n : ℝ) + 1 := by positivity
  have hs : 0 < π / 2 / ((n : ℝ) + 1) := by positivity
  have hle : π / 2 / ((n : ℝ) + 1) ≤ π / 2 :=
    div_le_self (by positivity) (by linarith [Nat.cast_nonneg (α := ℝ) n])
  rw [fdStep_pow, transfer_exp, Nat.cast_add, Nat.cast_one]
  -- the accumulated angle is positive and falls short of a quarter turn
  have hpos : 0 < ((n : ℝ) + 1) * Real.sin (π / 2 / ((n : ℝ) + 1)) :=
    mul_pos hn (Real.sin_pos_of_pos_of_lt_pi hs (by linarith))
  have hlt : ((n : ℝ) + 1) * Real.sin (π / 2 / ((n : ℝ) + 1)) < π / 2 := by
    calc ((n : ℝ) + 1) * Real.sin (π / 2 / ((n : ℝ) + 1))
        < ((n : ℝ) + 1) * (π / 2 / ((n : ℝ) + 1)) :=
          mul_lt_mul_of_pos_left (Real.sin_lt hs) hn
      _ = π / 2 := mul_div_cancel₀ _ hn.ne'
  have h0 := Real.sin_pos_of_pos_of_lt_pi hpos (by linarith)
  have h1 := Real.sin_lt_sin_of_lt_of_le_pi_div_two (by linarith) le_rfl hlt
  rw [Real.sin_pi_div_two] at h1
  nlinarith
```

The quarter turn is now divided evenly among $n+1$ steps, with the overlap matrix evaluated afresh in each. Counting from $n+1$ ensures that there is at least one step. Each step turns the states by

$$s=\frac{\pi}{2(n+1)},$$

and by `fdStep_pow` the accumulated rotation angle is $\theta_n=(n+1)\sin s$. Because $0<s\le\pi/2$, we have $0<\sin s<s$, and so

$$0<\theta_n<(n+1)\,s=\frac{\pi}{2}.$$

The transferred population $\sin^2\theta_n$ is therefore below 1 for every $n$. In the proof `hpos` and `hlt` are the two bounds on $\theta_n$; the `calc` block writes the upper one as a chain, as one would by hand.

The deficit shrinks quickly. One step transfers about 0.708, two steps about 0.976 and three about 0.995.

```lean
/-- If a turn by any angle `t` is divided into ever more equal finite-difference steps, the
transferred population converges to that of the rotation by `t`. -/
theorem substeps_converge (t : ℝ) :
    Tendsto (fun n : ℕ => transfer (fdStep (t / ((n : ℝ) + 1)) ^ (n + 1))) atTop
      (𝓝 (transfer (NormedSpace.exp (t • J)))) := by
  -- the accumulated angle is `t` times `sin x / x`, with `x` the angle of one step
  have key : ∀ n : ℕ, ((n + 1 : ℕ) : ℝ) * Real.sin (t / ((n : ℝ) + 1)) =
      t * Real.sinc (t * (1 / ((n : ℝ) + 1))) := by
    intro n
    rcases eq_or_ne t 0 with rfl | ht
    · simp
    · have hn : (n : ℝ) + 1 ≠ 0 := by positivity
      rw [Real.sinc_of_ne_zero (mul_ne_zero ht (one_div_ne_zero hn)), mul_one_div]
      push_cast
      field_simp
  have h := (tendsto_one_div_add_atTop_nhds_zero_nat (𝕜 := ℝ)).const_mul t
  rw [mul_zero] at h
  have h1 := (Real.continuous_sinc.tendsto 0).comp h
  rw [Real.sinc_zero] at h1
  have h2 := h1.const_mul t
  rw [mul_one] at h2
  have h3 := ((Real.continuous_sin.tendsto t).comp h2).pow 2
  rw [transfer_exp]
  refine h3.congr fun n => ?_
  simp only [Function.comp_apply, fdStep_pow, transfer_exp, key]

end

end TrivialCrossing
```

The expression `Tendsto f atTop (𝓝 L)` says that $f(n)\to L$ as $n\to\infty$. For any total angle $t$, the population transferred by $n+1$ equal finite-difference steps thus converges to the exact value $\sin^2t$.

With $x=t/(n+1)$ as the angle of one step, the accumulated angle is, for $t\neq0$,

$$(n+1)\sin\frac{t}{n+1}=t\,\frac{\sin x}{x}.$$

As $n$ grows, $x\to0$ and $\sin x/x\to1$, so the accumulated angle tends to $t$. Since $\sin^2$ is continuous, the populations converge as well. For $t=0$ every angle vanishes and there is nothing to show.

Lean's `Real.sinc` is $\sin x/x$ with the value 1 at $x=0$, which makes it continuous everywhere. The step `key` is the identity above, with $t=0$ treated separately. Then `h` states that $x\to0$, `h1` that $\operatorname{sinc}x\to1$, `h2` that the accumulated angle tends to $t$, and `h3` that its squared sine tends to $\sin^2t$. The theorem gives the limit but no rate.

```lean
#print axioms TrivialCrossing.transfer_fdStep_le
#print axioms TrivialCrossing.trivial_crossing
#print axioms TrivialCrossing.substeps_incomplete
#print axioms TrivialCrossing.substeps_converge
```

```
'TrivialCrossing.transfer_fdStep_le' depends on axioms: [propext, Classical.choice, Quot.sound]
'TrivialCrossing.trivial_crossing' depends on axioms: [propext, Classical.choice, Quot.sound]
'TrivialCrossing.substeps_incomplete' depends on axioms: [propext, Classical.choice, Quot.sound]
'TrivialCrossing.substeps_converge' depends on axioms: [propext, Classical.choice, Quot.sound]
```

## Overlaps in a surface-hopping code

In a surface-hopping calculation, the electronic-structure part can supply the overlaps between the adiabatic states at two successive geometries. A code that uses the finite-difference coupling forms the antisymmetric part of this matrix, divides it by the time step and passes it to the integrator for the electronic amplitudes. For two real states with the energies left out, the theorems show what this does to the populations when the states turn far in one step.

Two kinds of substep need to be kept apart. Many codes integrate the amplitudes with an electronic time step much shorter than the nuclear one. If the coupling stays fixed over the nuclear step, this only evaluates $e^{\sin t\,J}$ more accurately, and the missing population does not return. The substeps in the last two theorems need new overlaps at intermediate geometries. They also share the turn evenly, whereas at a real trivial crossing nearly all of it may fall within a single shortened step.

A code can avoid the loss by propagating with the overlap matrix itself, orthonormalised if the chosen states do not span quite the same space at both times, or by taking the coupling from its matrix logarithm. For a rotation by $t$ with $|t|<\pi$, the principal logarithm is $tJ$, with the full angle.

An electronic-structure program returns each state with an arbitrary sign. Propagation with the overlap matrix itself tolerates this, provided that the same signed states enter the next overlaps, because the amplitudes then change sign along with the states. For the finite difference and for the logarithm, the signs must be made consistent first. At a complete exchange the overlap matrix may arrive as

$$\begin{pmatrix}0&1\\1&0\end{pmatrix},$$

whose antisymmetric part is zero, so the finite-difference coupling would miss the crossing altogether. The usual repair, making the diagonal overlaps positive, gives no guidance here because they vanish. Requiring a positive determinant does: changing the sign of one new state turns the matrix into $J$ or $-J$. Used as the propagator, either one transfers the whole population, whereas the finite-difference step built from it still transfers only $\sin^21$.
